# Low-energy WKB tunnelling splittings lie below the instanton ones for every doublet, by a factor that tends to 1 as the doublet number grows

Suppose a code checks its instanton splitting for the lowest doublet of a symmetric double well against plain WKB, with the barrier action in its leading low-energy form. The WKB value comes out about 7% too low, and raising the barrier does not close the gap. Without the factor below, this looks like a bug in one of the two routines.

## The factor between the two splittings

Number the doublets n = 0, 1, 2, … and write ν = n + ½. Let ε = ħω be the energy quantum of one well and σ the instanton action in units of ħ. The dimensionless number K > 0 sets the instanton prefactor and depends on the barrier's shape and size; for the quartic double well, with potential proportional to (x² − a²)², it is K = 12σ. The instanton splitting I_n, the barrier action θ_n (in units of ħ, in its leading low-energy form, at the harmonic level energy νε above the well bottom) and the plain WKB splitting W_n are

I_n = ε · (2/√(2π)) · K^ν/n! · e^(−σ)

θ_n = σ − ν(1 + log(K/ν))

W_n = (ε/π) · e^(−θ_n)

Then

I_n = g_n W_n, with g_n = √(2π) (ν/e)^ν / n!

The factor starts at g_0 = √(π/e), between 1.07 and 1.08, and decreases strictly to 1.

## Comparing a WKB routine with an instanton routine

In this one-dimensional, low-energy model, a test that compares the two splittings should expect I_n/W_n = g_n, not 1. Since g_n contains neither σ nor K, one table serves every barrier.

## From the barrier action to the limit

**Factorisation** (`instantonSplitting_eq`). Exponentiating the barrier action gives

e^(−θ_n) = e^(−σ) K^ν (e/ν)^ν

Multiplying by g_n cancels (e/ν)^ν, and √(2π)/π = 2/√(2π) gives I_n.

**Lowest doublet** (`correction_zero`, `correction_zero_bounds`). At n = 0,

g_0 = √(2π) · √(1/(2e)) = √(π/e)

The bounds follow from 1.07² e < 3.14 < π < 3.15 < 1.08² e.

**Strict decrease** (`log_midpoint`, `correction_strictAnti`). Let F(t) = t(log t − 1), so F′(t) = log t. With x = n + 1,

g_(n+1)/g_n = exp(F(x + ½) − F(x − ½))/x

This is below 1 if F(x + ½) − F(x − ½) < log x. Define

D(s) = F(x + s) − F(x − s) − 2s log x

Then D(0) = 0, and for 0 < s < ½

D′(s) = log((x² − s²)/x²) < 0

Hence D(½) < 0, which is the required inequality.

**Limit** (`correction_tendsto_one`). For n ≥ 1, let S_n = n!/(√(2n)(n/e)^n), which tends to √π by Stirling's formula. Substituting for n! gives

g_n = (√π/S_n) · exp(δ_n), with δ_n = ν log(ν/n) − ½

Applying 1 − 1/y ≤ log y ≤ y − 1 at y = ν/n gives 0 ≤ δ_n ≤ 1/(4n). Hence g_n → 1.

**Lower bound** (`one_lt_correction`). A decreasing sequence stays at or above its limit, so g_n > g_(n+1) ≥ 1. For ε > 0 it follows that W_n < I_n.

## The Lean file

```lean
import Mathlib

open Real Filter Topology

namespace InstantonWKBCorrection

noncomputable section

/-- The correction factor `g_n` to the plain WKB splitting of doublet `n`. -/
def correction (n : ℕ) : ℝ :=
  √(2 * π) * (((n : ℝ) + 1 / 2) / exp 1) ^ ((n : ℝ) + 1 / 2) / (n.factorial : ℝ)

/-- The instanton splitting of doublet `n`, with energy quantum `ε`, instanton action `σ` in units
of `ħ`, and dimensionless prefactor `K`. -/
def instantonSplitting (ε σ K : ℝ) (n : ℕ) : ℝ :=
  ε * (2 / √(2 * π)) * K ^ ((n : ℝ) + 1 / 2) / (n.factorial : ℝ) * exp (-σ)

/-- The barrier action in units of `ħ` at the harmonic level `n + 1/2`, in its leading low-energy
form, for `K > 0`. -/
def barrierAction (σ K : ℝ) (n : ℕ) : ℝ :=
  σ - ((n : ℝ) + 1 / 2) * (1 + log (K / ((n : ℝ) + 1 / 2)))

/-- The plain WKB splitting of doublet `n`: the energy quantum over `π` times the tunnelling
exponential, for `K > 0`. -/
def wkbSplitting (ε σ K : ℝ) (n : ℕ) : ℝ :=
  ε / π * exp (-barrierAction σ K n)

/-- The correction factor with its power written as an exponential. -/
theorem correction_eq_exp (n : ℕ) :
    correction n = √(2 * π) * exp (((n : ℝ) + 1 / 2) * (log ((n : ℝ) + 1 / 2) - 1))
      / (n.factorial : ℝ) := by
  rw [correction, Real.rpow_def_of_pos (by positivity),
    Real.log_div (by positivity) (Real.exp_ne_zero 1), Real.log_exp,
    mul_comm (log ((n : ℝ) + 1 / 2) - 1)]

/-- The instanton splitting is the plain WKB splitting multiplied by `g_n`. -/
theorem instantonSplitting_eq (ε σ : ℝ) {K : ℝ} (hK : 0 < K) (n : ℕ) :
    instantonSplitting ε σ K n = correction n * wkbSplitting ε σ K n := by
  have hν : (0 : ℝ) < (n : ℝ) + 1 / 2 := by positivity
  have hs : 2 / √(2 * π) = √(2 * π) / π := by
    rw [div_eq_div_iff (by positivity) (by positivity)]
    exact (Real.mul_self_sqrt (by positivity)).symm
  -- the exponentials on the two sides agree
  have hexp : K ^ ((n : ℝ) + 1 / 2) * exp (-σ) =
      exp (((n : ℝ) + 1 / 2) * (log ((n : ℝ) + 1 / 2) - 1)) * exp (-barrierAction σ K n) := by
    rw [Real.rpow_def_of_pos hK, ← Real.exp_add, ← Real.exp_add, barrierAction,
      Real.log_div hK.ne' hν.ne']
    congr 1
    ring
  rw [correction_eq_exp, wkbSplitting, instantonSplitting, hs]
  linear_combination (ε * (√(2 * π) / π) / (n.factorial : ℝ)) * hexp

/-- For the lowest doublet the correction factor is `√(π/e)`. -/
theorem correction_zero : correction 0 = √(π / exp 1) := by
  rw [correction]
  simp only [Nat.cast_zero, zero_add, Nat.factorial_zero, Nat.cast_one, div_one]
  rw [← Real.sqrt_eq_rpow, ← Real.sqrt_mul (by positivity)]
  congr 1
  field_simp

/-- The correction factor of the lowest doublet lies between 1.07 and 1.08. -/
theorem correction_zero_bounds : 1.07 < correction 0 ∧ correction 0 < 1.08 := by
  have h1 := Real.exp_one_lt_d9
  have h2 := Real.exp_one_gt_d9
  have h3 := Real.pi_gt_d2
  have h4 := Real.pi_lt_d2
  rw [correction_zero]
  constructor
  · rw [Real.lt_sqrt (by norm_num), lt_div_iff₀ (Real.exp_pos 1)]
    norm_num at *
    linarith
  · rw [Real.sqrt_lt' (by norm_num), div_lt_iff₀ (Real.exp_pos 1)]
    norm_num at *
    linarith

/-- The integral of the logarithm over a unit interval, written through its antiderivative
`t (log t - 1)`, is less than the logarithm at the midpoint. -/
theorem log_midpoint {x : ℝ} (hx : 1 / 2 < x) :
    (x + 1 / 2) * (log (x + 1 / 2) - 1) - (x - 1 / 2) * (log (x - 1 / 2) - 1) < log x := by
  have hF : ∀ t : ℝ, 0 < t → HasDerivAt (fun t : ℝ => t * (log t - 1)) (log t) t := by
    intro t ht
    refine ((hasDerivAt_id' t).fun_mul ((Real.hasDerivAt_log ht.ne').sub_const 1)).congr_deriv ?_
    field_simp
    ring
  -- widen the interval symmetrically about its midpoint
  have hG : ∀ s ∈ Set.Icc (0 : ℝ) (1 / 2), HasDerivAt
      (fun s : ℝ => (x + s) * (log (x + s) - 1) - (x - s) * (log (x - s) - 1) - s * (2 * log x))
      (log (x + s) - -log (x - s) - 1 * (2 * log x)) s := by
    intro s hs
    have ha := (hF (x + s) (by linarith [hs.1])).comp_const_add x s
    have hb := (hF (x - s) (by linarith [hs.2])).comp_const_sub x s
    exact (ha.fun_sub hb).fun_sub ((hasDerivAt_id' s).mul_const (2 * log x))
  have hanti := strictAntiOn_of_deriv_neg (convex_Icc (0 : ℝ) (1 / 2))
    (fun s hs => (hG s hs).continuousAt.continuousWithinAt) (by
      intro s hs
      rw [interior_Icc] at hs
      rw [(hG s ⟨hs.1.le, hs.2.le⟩).deriv]
      have hp : 0 < x + s := by linarith [hs.1]
      have hm : 0 < x - s := by linarith [hs.2]
      have hlt : log ((x + s) * (x - s)) < log (x * x) :=
        Real.log_lt_log (mul_pos hp hm) (by nlinarith [mul_pos hs.1 hs.1])
      rw [Real.log_mul hp.ne' hm.ne', Real.log_mul (by linarith) (by linarith)] at hlt
      linarith)
  have h := hanti (Set.left_mem_Icc.mpr (by norm_num)) (Set.right_mem_Icc.mpr (by norm_num))
    (by norm_num : (0 : ℝ) < 1 / 2)
  simp only [add_zero, sub_zero] at h
  linarith

/-- The correction factor decreases strictly from each doublet to the next. -/
theorem correction_strictAnti : StrictAnti correction := by
  refine strictAnti_nat_of_succ_lt fun n => ?_
  have hn : (0 : ℝ) < (n : ℝ) + 1 := by positivity
  have h := log_midpoint (x := (n : ℝ) + 1) (by linarith)
  rw [show (n : ℝ) + 1 - 1 / 2 = (n : ℝ) + 1 / 2 by ring] at h
  have hexp : exp (((n : ℝ) + 1 + 1 / 2) * (log ((n : ℝ) + 1 + 1 / 2) - 1)) <
      exp (((n : ℝ) + 1 / 2) * (log ((n : ℝ) + 1 / 2) - 1)) * ((n : ℝ) + 1) := by
    conv_rhs => rw [← Real.exp_log hn, ← Real.exp_add]
    exact Real.exp_lt_exp.mpr (by linarith)
  have hc : 0 < √(2 * π) * (n.factorial : ℝ) := by positivity
  have hmul := mul_lt_mul_of_pos_left hexp hc
  rw [correction_eq_exp, correction_eq_exp, Nat.factorial_succ]
  push_cast
  rw [div_lt_div_iff₀ (by positivity) (by positivity)]
  linarith

/-- The correction factor tends to 1 for high doublets. -/
theorem correction_tendsto_one : Tendsto correction atTop (𝓝 1) := by
  -- the exponent left over after Stirling's formula lies between 0 and 1/(4n)
  have hδ : Tendsto (fun n : ℕ => ((n : ℝ) + 1 / 2) * log (((n : ℝ) + 1 / 2) / n) - 1 / 2)
      atTop (𝓝 0) := by
    have hu : Tendsto (fun n : ℕ => (1 / 4 : ℝ) * (1 / (n : ℝ))) atTop (𝓝 0) := by
      simpa using (tendsto_one_div_atTop_nhds_zero_nat (𝕜 := ℝ)).const_mul (1 / 4 : ℝ)
    refine tendsto_of_tendsto_of_tendsto_of_le_of_le' tendsto_const_nhds hu ?_ ?_
    · filter_upwards [eventually_gt_atTop 0] with n hn
      have hn' : (0 : ℝ) < n := Nat.cast_pos.mpr hn
      have hν : (0 : ℝ) < (n : ℝ) + 1 / 2 := by positivity
      have h := mul_le_mul_of_nonneg_left
        (Real.one_sub_inv_le_log_of_pos (div_pos hν hn')) hν.le
      have he : ((n : ℝ) + 1 / 2) * (1 - (((n : ℝ) + 1 / 2) / n)⁻¹) = 1 / 2 := by
        rw [inv_div, mul_sub, mul_div_cancel₀ _ hν.ne']
        ring
      linarith
    · filter_upwards [eventually_gt_atTop 0] with n hn
      have hn' : (0 : ℝ) < n := Nat.cast_pos.mpr hn
      have hν : (0 : ℝ) < (n : ℝ) + 1 / 2 := by positivity
      have h := mul_le_mul_of_nonneg_left
        (Real.log_le_sub_one_of_pos (div_pos hν hn')) hν.le
      have he : ((n : ℝ) + 1 / 2) * (((n : ℝ) + 1 / 2) / n - 1) =
          1 / 2 + 1 / 4 * (1 / (n : ℝ)) := by
        field_simp
        ring
      linarith
  have hS := (tendsto_const_nhds (x := √π)).div Stirling.tendsto_stirlingSeq_sqrt_pi
    (by positivity)
  have hlim := hS.mul ((Real.continuous_exp.tendsto 0).comp hδ)
  rw [div_self (by positivity), Real.exp_zero, mul_one] at hlim
  refine hlim.congr' ?_
  filter_upwards [eventually_gt_atTop 0] with n hn
  have hn' : (0 : ℝ) < n := Nat.cast_pos.mpr hn
  have hν : (0 : ℝ) < (n : ℝ) + 1 / 2 := by positivity
  have h1 : ((n : ℝ) / exp 1) ^ n = exp (n * (log n - 1)) := by
    rw [Real.exp_nat_mul, Real.exp_sub, Real.exp_log hn']
  have h2 : √(2 * (n : ℝ)) = √2 * exp (log n / 2) := by
    rw [Real.sqrt_mul (by norm_num), Real.exp_half, Real.exp_log hn']
  have h3 : exp (((n : ℝ) + 1 / 2) * (log ((n : ℝ) + 1 / 2) - 1)) =
      exp (log n / 2) * exp (n * (log n - 1)) *
        exp (((n : ℝ) + 1 / 2) * log (((n : ℝ) + 1 / 2) / n) - 1 / 2) := by
    rw [← Real.exp_add, ← Real.exp_add, Real.log_div hν.ne' hn'.ne']
    congr 1
    ring
  simp only [Pi.div_apply, Function.comp_apply]
  rw [correction_eq_exp, h3, Stirling.stirlingSeq, h1, h2, Real.sqrt_mul (by norm_num) π]
  field_simp

/-- The correction factor exceeds 1 for every doublet. -/
theorem one_lt_correction (n : ℕ) : 1 < correction n :=
  (correction_strictAnti.antitone.le_of_tendsto correction_tendsto_one (n + 1)).trans_lt
    (correction_strictAnti (Nat.lt_succ_self n))

/-- For a positive energy quantum `ε` and `K > 0`, plain WKB gives a smaller splitting than the
instanton formula for every doublet. -/
theorem wkbSplitting_lt_instantonSplitting {ε K : ℝ} (hε : 0 < ε) (σ : ℝ) (hK : 0 < K) (n : ℕ) :
    wkbSplitting ε σ K n < instantonSplitting ε σ K n := by
  have hw : 0 < wkbSplitting ε σ K n := by
    unfold wkbSplitting
    positivity
  rw [instantonSplitting_eq ε σ hK n]
  exact lt_mul_of_one_lt_left hw (one_lt_correction n)

end

end InstantonWKBCorrection
```

```lean
#print axioms InstantonWKBCorrection.correction_zero_bounds
#print axioms InstantonWKBCorrection.wkbSplitting_lt_instantonSplitting
```

```
'InstantonWKBCorrection.correction_zero_bounds' depends on axioms: [propext, Classical.choice, Quot.sound]
'InstantonWKBCorrection.wkbSplitting_lt_instantonSplitting' depends on axioms: [propext, Classical.choice, Quot.sound]
```

## Two defined splittings, one exact ratio

`correction n` is g_n, `instantonSplitting ε σ K n` is I_n, `barrierAction σ K n` is θ_n and `wkbSplitting ε σ K n` is W_n. The doublet index is a natural number and the parameters are real.

Both splittings enter as definitions. Neither is derived from the Schrödinger equation, so the theorems fix their ratio and not the accuracy of either. A code that integrates the full barrier action at the actual level energy should expect g_n only approximately. The limit n → ∞ belongs to the sequence g_n; a real well has finitely many doublets below its barrier, and the harmonic level formula fails near the top.

The strict decrease turns on Mathlib's `strictAntiOn_of_deriv_neg`. It asks for continuity on the whole interval [0, ½] but for a negative derivative only in the interior. That matters here because D′(0) = 0. `log_midpoint` supplies the derivative through `hG`, and comparing the endpoints finishes the argument.

The inequality `wkbSplitting_lt_instantonSplitting` needs ε > 0. As a purely algebraic check, not a physical double well (where ħω and σ are positive), take ε = −1, σ = 0, K = 1 and n = 0: then W_0 ≈ −0.742 and I_0 ≈ −0.798, so the order is reversed. A code that stores splittings with a negative sign should therefore compare magnitudes. The identity I_n = g_n W_n holds for either sign of ε.
